# A pair cutoff at r removes the fraction 4x³ − 3x⁴, x = z/r, of the pairwise London energy between an atom and a uniform half-space at distance z ≤ r

Let an atom sit at height \(z>0\) above a uniform half-space, and let the solid at distance \(s\) lower its energy by \(1/s^4\) per unit volume. Throughout, the strength of an attraction means the size of this energy, not a force. A sphere of radius \(s\ge z\) around the atom cuts the solid in a cap of area \(2\pi s(s-z)\). The matter farther away than \(r\ge z\) therefore contributes

\[
\int_r^\infty \frac{2\pi s(s-z)}{s^4}\,ds
=2\pi\int_r^\infty\left(\frac1{s^2}-\frac{z}{s^3}\right)ds
=2\pi\left(\frac1r-\frac{z}{2r^2}\right).
\]

At \(r=z\) this is the whole attraction, \(\pi/z\). With \(x=z/r\), the quotient is \(2x-x^2\), so a cutoff at twice the height loses three quarters of the attraction.

The same calculation works for a pair attraction \(1/s^{k+3}\) with any integer \(k\ge1\). The London case is \(k=3\), and the fully retarded case is \(k=4\). The condition \(k\ge1\) expresses that the attraction of an infinitely extended solid is finite: at \(k=0\) the radial integral diverges logarithmically.

```lean
import Mathlib

open Real Set MeasureTheory Filter Topology

namespace AtomSurfaceCutoff

noncomputable section
```

## The cap of a sphere inside the solid

Measure the polar angle \(\theta\) from the direction pointing straight down at the surface. A point at distance \(s\) and angle \(\theta\) lies \(s\cos\theta\) below the atom, so it is inside the solid when \(s\cos\theta\ge z\), that is, when \(\theta\le\arccos(z/s)\). The ring between \(\theta\) and \(\theta+d\theta\) has area \(2\pi s^2\sin\theta\,d\theta\), which gives the cap area

\[
A(z,s)=\int_0^{\arccos(z/s)}2\pi s^2\sin\theta\,d\theta .
\]

```lean
/-- Area of the part of a sphere of radius `s` around the atom that lies inside a half-space
at distance `z`, as an integral over the polar angle; the domain is `0 ≤ z ≤ s`, `0 < s`. -/
def capArea (z s : ℝ) : ℝ :=
  ∫ θ in (0 : ℝ)..arccos (z / s), 2 * π * s ^ 2 * sin θ
```

## Attraction from beyond the cutoff

Summing the caps over all radii larger than \(r\), each weighted by the pair attraction, gives

\[
W_k(z,r)=\int_r^\infty\frac{A(z,s)}{s^{k+3}}\,ds .
\]

```lean
/-- Strength of the attraction between the atom at height `z` and all matter of the half-space
farther than `r` from it, for the pair attraction `1 / s ^ (k + 3)` and unit density;
the domain is `0 ≤ z ≤ r`, `0 < r`, `0 < k`. -/
def attractionBeyond (k : ℕ) (z r : ℝ) : ℝ :=
  ∫ s in Ioi r, capArea z s / s ^ (k + 3)
```

In Lean, `Ioi r` is the interval \((r,\infty)\). The value is a positive strength; the interaction energy is minus this number times the density of the solid and the pair coefficient, both of which cancel in the fraction below. The decomposition of the volume integral into spherical shells is part of this definition, not a theorem about a three-dimensional integral.

The argument `k` is the power in the atom-surface law \(1/z^k\), not the power in the pair law. London attraction is thus `lostFraction 3`; writing `lostFraction 6` would describe pairs that attract as \(1/s^9\).

The fraction lost is the part beyond \(r\) divided by the part beyond \(z\), and the latter is everything, since no matter is closer than \(z\):

\[
L_k(z,r)=\frac{W_k(z,r)}{W_k(z,z)} .
\]

```lean
/-- Fraction of the full atom-surface attraction that is lost when pairs farther apart than `r`
are dropped; the domain is `0 < z ≤ r`, `0 < k`. -/
def lostFraction (k : ℕ) (z r : ℝ) : ℝ :=
  attractionBeyond k z r / attractionBeyond k z z
```

The model is a continuum with strictly additive pair attractions, one fixed power law and a sharp cutoff. It leaves out atomic structure, many-body screening, and the crossover between the London and retarded regimes.

## The cap area in closed form

Since \(\int_0^{\alpha}\sin\theta\,d\theta=1-\cos\alpha\) and \(\cos(\arccos(z/s))=z/s\),

\[
A(z,s)=2\pi s^2\left(1-\frac zs\right)=2\pi s(s-z),\qquad 0\le z\le s,\quad s>0 .
\]

```lean
/-- For `0 ≤ z ≤ s` and `0 < s`, the spherical cap inside the half-space has
area `2 π s (s - z)`. -/
theorem capArea_eq {z s : ℝ} (hz : 0 ≤ z) (hzs : z ≤ s) (hs : 0 < s) :
    capArea z s = 2 * π * s * (s - z) := by
  have h0 : 0 ≤ z / s := div_nonneg hz hs.le
  have h1 : z / s ≤ 1 := (div_le_one hs).mpr hzs
  have h2 : s ^ 2 * (z / s) = s * z := by field_simp
  unfold capArea
  rw [intervalIntegral.integral_const_mul, integral_sin, cos_zero,
    cos_arccos (by linarith) h1]
  linear_combination (-2 * π) * h2
```

The bounds `h0` and `h1` place \(z/s\) in \([0,1]\), where cosine undoes arccosine. The last line uses \(s^2(z/s)=sz\).

Suppose the cap is replaced by the hemisphere \(2\pi s^2\) in \(W_k(z,r)\) only, on the grounds that distant matter fills nearly half of all directions, while the full attraction \(W_k(z,z)\) is kept exact. The lost fraction then comes out as \((k+1)x^k\). This is the right leading term for small \(x\), but at \(x=1\) it gives \(k+1\) instead of 1.

## The radial integral

The antiderivative is built from inverse powers, whose slope is

\[
\frac{d}{ds}\,\frac1{s^n}=-\frac{n}{s^{n+1}},\qquad s\ne0 .
\]

```lean
/-- Away from the origin, the inverse power `1 / s ^ n` has slope `-n / s ^ (n + 1)`. -/
theorem hasDerivAt_inv_pow (n : ℕ) {s : ℝ} (hs : s ≠ 0) :
    HasDerivAt (fun t : ℝ => (t ^ n)⁻¹) (-(n : ℝ) / s ^ (n + 1)) s := by
  cases n with
  | zero => simpa using hasDerivAt_const s (1 : ℝ)
  | succ m =>
    have h : HasDerivAt (fun t : ℝ => (t ^ (m + 1))⁻¹) _ s :=
      HasDerivAt.inv (hasDerivAt_pow (m + 1) s) (pow_ne_zero _ hs)
    refine h.congr_deriv ?_
    rw [Nat.add_sub_cancel,
      div_eq_div_iff (pow_ne_zero _ (pow_ne_zero _ hs)) (pow_ne_zero _ hs)]
    ring
```

With the cap area inserted, the integrand is \(2\pi\left(s^{-(k+1)}-z\,s^{-(k+2)}\right)\). An antiderivative is

\[
F(s)=2\pi\left(\frac{z}{(k+1)s^{k+1}}-\frac1{k\,s^k}\right),
\]

which tends to zero as \(s\to\infty\). The integral is therefore \(-F(r)\):

\[
W_k(z,r)=2\pi\left(\frac1{k\,r^k}-\frac{z}{(k+1)r^{k+1}}\right).
\]

```lean
/-- Closed form of the attraction from beyond the cutoff, for `0 < k`, `0 ≤ z ≤ r`
and `0 < r`. -/
theorem attractionBeyond_eq {k : ℕ} (hk : 0 < k) {z r : ℝ} (hz : 0 ≤ z) (hzr : z ≤ r)
    (hr : 0 < r) :
    attractionBeyond k z r =
      2 * π * (1 / (k * r ^ k) - z / ((k + 1) * r ^ (k + 1))) := by
  have hk0 : (k : ℝ) ≠ 0 := by positivity
  have hk1 : (k : ℝ) + 1 ≠ 0 := by positivity
  -- insert the cap area
  have hcap : attractionBeyond k z r =
      ∫ s in Ioi r, 2 * π * s * (s - z) / s ^ (k + 3) := by
    refine setIntegral_congr_fun measurableSet_Ioi fun s hs => ?_
    have hs' : r < s := hs
    simp only [capArea_eq hz (hzr.trans hs'.le) (hr.trans hs')]
  -- an antiderivative of the radial integrand
  have hderiv : ∀ t ∈ Ici r, HasDerivAt
      (fun t : ℝ => 2 * π * (z / (k + 1) * (t ^ (k + 1))⁻¹ - 1 / k * (t ^ k)⁻¹))
      (2 * π * t * (t - z) / t ^ (k + 3)) t := by
    intro t ht
    have ht0 : t ≠ 0 := (hr.trans_le ht).ne'
    refine ((((hasDerivAt_inv_pow (k + 1) ht0).const_mul (z / ((k : ℝ) + 1))).fun_sub
      ((hasDerivAt_inv_pow k ht0).const_mul (1 / (k : ℝ)))).const_mul (2 * π)).congr_deriv ?_
    push_cast
    field_simp
    ring
  have hpos : ∀ t ∈ Ioi r, 0 ≤ 2 * π * t * (t - z) / t ^ (k + 3) := by
    intro t ht
    have ht' : r < t := ht
    have h0 : 0 < t := hr.trans ht'
    have h1 : 0 ≤ t - z := by linarith
    positivity
  -- it vanishes at infinity
  have hinv : ∀ n : ℕ, n ≠ 0 → Tendsto (fun t : ℝ => (t ^ n)⁻¹) atTop (𝓝 0) :=
    fun n hn => (tendsto_pow_atTop hn).inv_tendsto_atTop
  have hlim := (((hinv (k + 1) (by omega)).const_mul (z / ((k : ℝ) + 1))).sub
    ((hinv k (by omega)).const_mul (1 / (k : ℝ)))).const_mul (2 * π)
  rw [hcap, integral_Ioi_of_hasDerivAt_of_nonneg' hderiv hpos hlim]
  simp only [div_eq_mul_inv, mul_inv]
  ring
```

Here `hcap` inserts the cap area under the integral, `hderiv` checks \(F'\), and `hlim` gives the limit at infinity. The statement `hpos`, that the integrand is nonnegative, lets the Mathlib theorem on improper integrals deduce convergence from the existence of the limit, without a separate estimate.

At \(r=z\) the bracket becomes \(z^{-k}\left(\frac1k-\frac1{k+1}\right)\), and the full attraction is

\[
W_k(z,z)=\frac{2\pi}{k(k+1)z^k}.
\]

```lean
/-- For `0 < k` and `0 < z`, the full attraction of the half-space
is `2 π / (k (k + 1) z ^ k)`. -/
theorem full_attraction {k : ℕ} (hk : 0 < k) {z : ℝ} (hz : 0 < z) :
    attractionBeyond k z z = 2 * π / (k * (k + 1) * z ^ k) := by
  have hk0 : (k : ℝ) ≠ 0 := by positivity
  have hk1 : (k : ℝ) + 1 ≠ 0 := by positivity
  rw [attractionBeyond_eq hk hz.le le_rfl hz, pow_succ]
  field_simp
  ring
```

## The lost fraction as a polynomial

Dividing the two results gives

\[
L_k(z,r)=k(k+1)z^k\left(\frac1{k\,r^k}-\frac{z}{(k+1)r^{k+1}}\right)
=(k+1)x^k-k\,x^{k+1},\qquad x=\frac zr .
\]

```lean
/-- For the pair attraction `1 / s ^ (k + 3)` with `0 < k`, and `0 < z ≤ r`, the cutoff loses
exactly the fraction `(k + 1) x ^ k - k x ^ (k + 1)` of the attraction, where `x = z / r`. -/
theorem lostFraction_eq {k : ℕ} (hk : 0 < k) {z r : ℝ} (hz : 0 < z) (hzr : z ≤ r) :
    lostFraction k z r = (k + 1) * (z / r) ^ k - k * (z / r) ^ (k + 1) := by
  have hr : 0 < r := hz.trans_le hzr
  have hk0 : (k : ℝ) ≠ 0 := by positivity
  have hk1 : (k : ℝ) + 1 ≠ 0 := by positivity
  unfold lostFraction
  rw [full_attraction hk hz, attractionBeyond_eq hk hz.le hzr hr, div_pow, div_pow]
  field_simp
  ring
```

The proof rewrites numerator and denominator by their closed forms, and `field_simp` and `ring` carry out the division.

Positive \(z\) and \(r\) alone do not suffice for this formula. Take \(k=3\) and \(r=z/2\). The sphere of radius \(r\) does not reach the solid, so the cutoff removes the entire attraction and the fraction is 1, whereas the polynomial at \(x=2\) gives \(32-48=-16\). The hypothesis `hzr : z ≤ r` excludes this.

For London attraction, \(k=3\) yields

\[
L_3(z,r)=4x^3-3x^4 .
\]

```lean
/-- For the London attraction `1 / s ^ 6` and `0 < z ≤ r`, the lost fraction
is `4 x ^ 3 - 3 x ^ 4` with `x = z / r`. -/
theorem london_lostFraction {z r : ℝ} (hz : 0 < z) (hzr : z ≤ r) :
    lostFraction 3 z r = 4 * (z / r) ^ 3 - 3 * (z / r) ^ 4 := by
  rw [lostFraction_eq (by norm_num) hz hzr]
  push_cast
  ring
```

A cutoff at twice the height loses \(5/16\) of the London attraction.

## Growth with the height of the atom

At fixed \(r\), raising the atom increases \(x\). The slope of the polynomial is

\[
\frac{d}{dx}\left[(k+1)x^k-k\,x^{k+1}\right]=k(k+1)x^{k-1}(1-x),
\]

which is positive for \(0<x<1\). The polynomial is continuous, so it increases strictly on all of \([0,1]\), and \(L_k\) increases strictly with \(z\) on \((0,r]\).

```lean
/-- At a fixed cutoff `r > 0` and for `0 < k`, the lost fraction grows strictly with the height
of the atom, for heights `0 < z ≤ r`. -/
theorem lostFraction_strictMonoOn {k : ℕ} (hk : 0 < k) {r : ℝ} (hr : 0 < r) :
    StrictMonoOn (fun z => lostFraction k z r) (Ioc 0 r) := by
  have hd : ∀ x : ℝ, HasDerivAt (fun x : ℝ => ((k : ℝ) + 1) * x ^ k - k * x ^ (k + 1))
      (k * (k + 1) * x ^ (k - 1) * (1 - x)) x := by
    intro x
    refine (((hasDerivAt_pow k x).const_mul ((k : ℝ) + 1)).fun_sub
      ((hasDerivAt_pow (k + 1) x).const_mul (k : ℝ))).congr_deriv ?_
    obtain ⟨m, rfl⟩ : ∃ m, k = m + 1 := ⟨k - 1, by omega⟩
    simp only [Nat.add_sub_cancel]
    push_cast
    ring
  -- the polynomial in `x = z / r` increases strictly on the closed unit interval
  have hmono : StrictMonoOn (fun x : ℝ => ((k : ℝ) + 1) * x ^ k - k * x ^ (k + 1))
      (Icc 0 1) := by
    refine strictMonoOn_of_deriv_pos (convex_Icc 0 1)
      (fun x _ => (hd x).continuousAt.continuousWithinAt) fun x hx => ?_
    rw [interior_Icc] at hx
    rw [(hd x).deriv]
    have h0 : 0 < x := hx.1
    have h1 : 0 < 1 - x := sub_pos.mpr hx.2
    positivity
  intro a ha b hb hab
  simp only [lostFraction_eq hk ha.1 ha.2, lostFraction_eq hk hb.1 hb.2]
  exact hmono ⟨div_nonneg ha.1.le hr.le, (div_le_one hr).mpr ha.2⟩
    ⟨div_nonneg hb.1.le hr.le, (div_le_one hr).mpr hb.2⟩ (div_lt_div_of_pos_right hab hr)
```

`StrictMonoOn … (Ioc 0 r)` says that for any two heights in \((0,r]\) the larger one has the larger lost fraction. In the proof `hd` is the slope and `hmono` the growth in \(x\); the final lines carry it over to \(z\) through \(x=z/r\).

For a simulation that sums dispersion pairs with a plain cutoff, this means that, within the continuum half-space model, truncation changes the distance dependence of the attraction as well as its overall strength.

## Choosing a cutoff for a given tolerance

The subtracted term \(k\,x^{k+1}\) is positive, so

\[
L_k(z,r)<(k+1)x^k .
\]

If \((k+1)z^k\le\varepsilon r^k\), the right-hand side is at most \(\varepsilon\), and less than the fraction \(\varepsilon\) is lost.

```lean
/-- Choice of cutoff: for `0 < k` and `0 < z ≤ r`, if `(k + 1) z ^ k ≤ ε r ^ k` then less than
the fraction `ε` of the attraction is lost. -/
theorem lostFraction_lt_of_cutoff {k : ℕ} (hk : 0 < k) {z r ε : ℝ} (hz : 0 < z)
    (hzr : z ≤ r) (hε : (k + 1) * z ^ k ≤ ε * r ^ k) : lostFraction k z r < ε := by
  have hr : 0 < r := hz.trans_le hzr
  have h1 : ((k : ℝ) + 1) * (z / r) ^ k ≤ ε := by
    rw [div_pow, ← mul_div_assoc, div_le_iff₀ (by positivity)]
    exact hε
  have h2 : 0 < (k : ℝ) * (z / r) ^ (k + 1) := by positivity
  rw [lostFraction_eq hk hz hzr]
  linarith
```

In the proof, `h1` is the bound by \(\varepsilon\) and `h2` the positivity of the subtracted term. To keep the London loss below one percent, it suffices that \(r^3\ge400\,z^3\), which \(r=7.4\,z\) satisfies.

## Steeper pair attractions lose less

Raising the pair exponent by one replaces \(k\) by \(k+1\). The difference between the two fractions is

\[
L_k-L_{k+1}=(k+1)x^k-(2k+2)x^{k+1}+(k+1)x^{k+2}=(k+1)x^k(1-x)^2,
\]

which is positive for \(0<x<1\). At the same height and cutoff, the retarded law thus loses a smaller fraction than the London law.

```lean
/-- For `0 < k` and `0 < z < r`, raising the exponent of the pair attraction by one strictly
lowers the fraction lost at the same cutoff. -/
theorem lostFraction_succ_lt {k : ℕ} (hk : 0 < k) {z r : ℝ} (hz : 0 < z) (hzr : z < r) :
    lostFraction (k + 1) z r < lostFraction k z r := by
  have hr : 0 < r := hz.trans hzr
  have hx : 0 < 1 - z / r := sub_pos.mpr ((div_lt_one hr).mpr hzr)
  have hk' : 0 < k + 1 := by omega
  rw [lostFraction_eq hk hz hzr.le, lostFraction_eq hk' hz hzr.le, ← sub_pos]
  -- the difference is a perfect square times a positive factor
  have h : 0 < ((k : ℝ) + 1) * (z / r) ^ k * (1 - z / r) ^ 2 := by positivity
  refine h.trans_eq ?_
  generalize z / r = x
  push_cast
  ring

end

end AtomSurfaceCutoff
```

The positive quantity `h` is this difference, and `ring` confirms the identity. The inequality `z < r` is strict here because at \(z=r\) both fractions equal 1.

```lean
#print axioms AtomSurfaceCutoff.london_lostFraction
#print axioms AtomSurfaceCutoff.lostFraction_strictMonoOn
#print axioms AtomSurfaceCutoff.lostFraction_lt_of_cutoff
#print axioms AtomSurfaceCutoff.lostFraction_succ_lt
```

```
'AtomSurfaceCutoff.london_lostFraction' depends on axioms: [propext, Classical.choice, Quot.sound]
'AtomSurfaceCutoff.lostFraction_strictMonoOn' depends on axioms: [propext, Classical.choice, Quot.sound]
'AtomSurfaceCutoff.lostFraction_lt_of_cutoff' depends on axioms: [propext, Classical.choice, Quot.sound]
'AtomSurfaceCutoff.lostFraction_succ_lt' depends on axioms: [propext, Classical.choice, Quot.sound]
```
